# A least-squares Tauc line through Elliott continuum absorption underestimates the gap

Multiply the Elliott continuum absorption coefficient by the photon energy and square the product. Take noise-free values of this square at photon energies above the gap, not all equal, and fit a straight line to them by least squares with positive weights. The line rises, and it meets the energy axis strictly below the true gap, the onset of the electron–hole continuum. For gaps read from absorption spectra this fixes the sign of the excitonic bias, within a model of unbroadened continuum absorption by allowed direct transitions between parabolic bands in three dimensions, with a single exciton Rydberg, a constant momentum matrix element and a constant refractive index.

```lean
import Mathlib

open Real

namespace ElliottTaucFit

noncomputable section
```

## The absorption and the fitted line

Let \(R>0\) be the exciton Rydberg and \(D>0\) the photon energy measured from the gap, in the same unit. The electron–hole attraction enters through the exponent \(\eta(D)=2\pi\sqrt{R/D}\).

```lean
/-- The Coulomb exponent `2π√(R/D)` at energy `D > 0` above the gap, for exciton Rydberg `R`. -/
def coulombExponent (R D : ℝ) : ℝ := 2 * π * √(R / D)
```

For parabolic bands in three dimensions, the free-carrier absorption \(\propto\sqrt D\) is multiplied by the Coulomb enhancement \(\eta/(1-e^{-\eta})\). Since \(\sqrt D\,\eta\) is constant, what remains, up to a constant factor, is
\[
\alpha(D)=\frac{1}{1-e^{-\eta(D)}},\qquad g(D)=\alpha(D)^2 .
\]
Here \(\alpha\) stands for the absorption coefficient times the photon energy, with a constant momentum matrix element and a constant refractive index, so \(g\) is the ordinate of a direct-gap Tauc plot. The omitted factor rescales the whole line and leaves its zero in place. Bound-exciton lines are left out.

```lean
/-- The Elliott continuum absorption `1 / (1 - exp(-2π√(R/D)))`, for `R > 0` and energy `D > 0`
above the gap: the absorption coefficient times the photon energy, up to a constant factor. -/
def elliott (R D : ℝ) : ℝ := 1 / (1 - exp (-coulombExponent R D))
```

Data points \((x_i,y_i)\) carry weights \(w_i\), with \(i\) running over a finite index set `ι`. The misfit of the line \(mx+c\) is \(Q(m,c)=\sum_i w_i\,(y_i-mx_i-c)^2\).

```lean
/-- The weighted sum of squared deviations of data `(x i, y i)` from the line `m x + c`. -/
def misfit {ι : Type*} [Fintype ι] (w x y : ι → ℝ) (m c : ℝ) : ℝ :=
  ∑ i, w i * (y i - (m * x i + c)) ^ 2
```

A least-squares line is one whose misfit no other line undercuts. Parts (f) to (h) take such a line as given.

```lean
/-- The line `m x + c` is a weighted least-squares fit: no other line has a smaller misfit. -/
def IsLeastSquaresLine {ι : Type*} [Fintype ι] (w x y : ι → ℝ) (m c : ℝ) : Prop :=
  ∀ m' c', misfit w x y m c ≤ misfit w x y m' c'
```

## (a) The exponent falls with energy

Show that for \(0<a<b\)
\[
0<\eta(b)<\eta(a).
\]

**Solution.** We have \(0<R/b<R/a\). The square root is strictly increasing, and multiplying by \(2\pi>0\) preserves the order.

```lean
/-- For `R > 0`, the Coulomb exponent is positive and falls strictly with the energy above the
gap. -/
theorem coulombExponent_lt {R a b : ℝ} (hR : 0 < R) (ha : 0 < a) (hab : a < b) :
    0 < coulombExponent R b ∧ coulombExponent R b < coulombExponent R a := by
  have hb : 0 < b := ha.trans hab
  have h1 : 0 < √(R / b) := Real.sqrt_pos.mpr (div_pos hR hb)
  have h2 : √(R / b) < √(R / a) :=
    Real.sqrt_lt_sqrt (div_pos hR hb).le (div_lt_div_of_pos_left hR ha hab)
  have hp : 0 < 2 * π := by positivity
  exact ⟨mul_pos hp h1, mul_lt_mul_of_pos_left h2 hp⟩
```

## (b) A chord of the exponential

Show that for \(0<s<t\)
\[
s\,(1-e^{-t})<t\,(1-e^{-s}).
\]

**Solution.** The point \(-s=\frac st(-t)+\frac{t-s}{t}\cdot 0\) lies between \(-t\) and \(0\), where the strictly convex exponential is below its chord:
\[
e^{-s}<\frac st\,e^{-t}+\frac{t-s}{t}.
\]
Multiplying by \(t\) gives \(t e^{-s}<s e^{-t}+t-s\), which rearranges to the claim. In Lean the chord inequality is `strictConvexOn_exp.2`, applied at \(-t\) and \(0\).

```lean
/-- For `0 < s < t`, the function `(1 - exp(-t)) / t` is smaller at `t` than at `s`, written
without division. -/
theorem one_sub_exp_sublinear {s t : ℝ} (hs : 0 < s) (hst : s < t) :
    s * (1 - exp (-t)) < t * (1 - exp (-s)) := by
  have ht : 0 < t := hs.trans hst
  -- `-s` lies between `-t` and `0`, where the exponential is below its chord
  have h := strictConvexOn_exp.2 (Set.mem_univ (-t)) (Set.mem_univ 0)
    (by linarith : -t < 0).ne (div_pos hs ht) (div_pos (sub_pos.mpr hst) ht)
    (by rw [← add_div, add_sub_cancel, div_self ht.ne'])
  simp only [smul_eq_mul, mul_zero, add_zero, Real.exp_zero, mul_one] at h
  have e1 : s / t * -t = -s := by field_simp
  have e2 : t * (s / t * exp (-t) + (t - s) / t) = s * exp (-t) + (t - s) := by field_simp
  rw [e1] at h
  have h' := mul_lt_mul_of_pos_left h ht
  rw [e2] at h'
  linarith
```

## (c) The squared absorption rises

Show that for \(0<a<b\)
\[
g(a)<g(b).
\]

**Solution.** By (a), \(e^{-\eta(a)}<e^{-\eta(b)}<1\), so
\[
0<1-e^{-\eta(b)}<1-e^{-\eta(a)}.
\]
Taking reciprocals reverses the order, and squaring positive numbers keeps it.

```lean
/-- For `R > 0`, the squared Elliott absorption rises strictly with the energy above the gap. -/
theorem elliott_sq_lt {R a b : ℝ} (hR : 0 < R) (ha : 0 < a) (hab : a < b) :
    elliott R a ^ 2 < elliott R b ^ 2 := by
  obtain ⟨hs, hst⟩ := coulombExponent_lt hR ha hab
  have hu : exp (-coulombExponent R b) < 1 := Real.exp_lt_one_iff.mpr (by linarith)
  have huv : exp (-coulombExponent R a) < exp (-coulombExponent R b) :=
    Real.exp_lt_exp.mpr (by linarith)
  have hv : 0 < 1 - exp (-coulombExponent R a) := by linarith
  exact pow_lt_pow_left₀ (one_div_lt_one_div_of_lt (by linarith) (by linarith))
    (one_div_pos.mpr hv).le two_ne_zero
```

## (d) It rises less than proportionally

Show that for \(0<a<b\)
\[
a\,g(b)<b\,g(a).
\]

**Solution.** Put \(t=\eta(a)\), \(s=\eta(b)\), \(u=1-e^{-s}\) and \(v=1-e^{-t}\). The definition of \(\eta\) gives \(a t^2=b s^2=4\pi^2R\), which is `hsq` in the code. By (b), \(sv<tu\). Squaring and multiplying by \(ab\),
\[
4\pi^2R\,a v^2=ab\,(sv)^2<ab\,(tu)^2=4\pi^2R\,b u^2 .
\]
Hence \(av^2<bu^2\). Dividing by \(u^2v^2\) gives \(a/u^2<b/v^2\), which is the claim.

```lean
/-- For `R > 0`, the squared Elliott absorption grows less than proportionally to the energy
above the gap. -/
theorem elliott_sq_sublinear {R a b : ℝ} (hR : 0 < R) (ha : 0 < a) (hab : a < b) :
    a * elliott R b ^ 2 < b * elliott R a ^ 2 := by
  have hb : 0 < b := ha.trans hab
  -- the exponent scales as the inverse square root of the energy
  have hsq : ∀ D : ℝ, 0 < D → D * coulombExponent R D ^ 2 = 4 * π ^ 2 * R := by
    intro D hD
    have h1 : √(R / D) ^ 2 = R / D := Real.sq_sqrt (div_pos hR hD).le
    have h2 : D * (R / D) = R := by field_simp
    calc D * coulombExponent R D ^ 2 = 4 * π ^ 2 * (D * √(R / D) ^ 2) := by
          unfold coulombExponent; ring
      _ = 4 * π ^ 2 * R := by rw [h1, h2]
  have hA := hsq a ha
  have hB := hsq b hb
  obtain ⟨hs, hst⟩ := coulombExponent_lt hR ha hab
  have key := one_sub_exp_sublinear hs hst
  unfold elliott
  generalize coulombExponent R a = t at *
  generalize coulombExponent R b = s at *
  have hu : 0 < 1 - exp (-s) := sub_pos.mpr (Real.exp_lt_one_iff.mpr (by linarith))
  have hv : 0 < 1 - exp (-t) := sub_pos.mpr (Real.exp_lt_one_iff.mpr (by linarith))
  generalize 1 - exp (-s) = u at *
  generalize 1 - exp (-t) = v at *
  have h2 : (s * v) ^ 2 < (t * u) ^ 2 := pow_lt_pow_left₀ key (by positivity) two_ne_zero
  have h3 : (4 * π ^ 2 * R) * (a * v ^ 2) < (4 * π ^ 2 * R) * (b * u ^ 2) := by
    calc (4 * π ^ 2 * R) * (a * v ^ 2) = a * b * (s * v) ^ 2 := by rw [← hB]; ring
      _ < a * b * (t * u) ^ 2 := mul_lt_mul_of_pos_left h2 (mul_pos ha hb)
      _ = (4 * π ^ 2 * R) * (b * u ^ 2) := by rw [← hA]; ring
  have h4 : a * v ^ 2 < b * u ^ 2 := lt_of_mul_lt_mul_left h3 (by positivity)
  rw [div_pow, div_pow, one_pow, mul_one_div, mul_one_div,
    div_lt_div_iff₀ (by positivity) (by positivity)]
  exact h4
```

## (e) The line through two points

Let \(ma+c=g(a)\) and \(mb+c=g(b)\) with \(0<a<b\). Show that
\[
m>0,\qquad -\frac cm<0 .
\]

**Solution.** From (c) and (d),
\[
m(b-a)=g(b)-g(a)>0,\qquad c(b-a)=b\,g(a)-a\,g(b)>0 .
\]
So \(m\) and \(c\) are both positive. Energies are measured from the gap here, so a negative zero lies below it.

**Numbers.** Take \(a=1\), \(b=4\) and \(R=(\ln 2/\pi)^2\approx0.049\). Then \(\eta(1)=2\ln2\) and \(\eta(4)=\ln 2\), so \(g(1)=(4/3)^2=16/9\) and \(g(4)=2^2=4\). The line has \(m=20/27\) and \(c=28/27\), and its zero is at \(-7/5\).

**Weak binding.** As \(R\to0\) at fixed \(a\) and \(b\), \(4\pi^2R\,g(D)\to D\). The zero then tends to the gap, as expected for free carriers.

```lean
/-- For `R > 0` and `0 < a < b`, the line through the squared Elliott absorption at the energies
`a` and `b` above the gap rises and meets the axis at a negative energy, below the gap. -/
theorem two_point_tauc_line {R a b m c : ℝ} (hR : 0 < R) (ha : 0 < a) (hab : a < b)
    (h1 : m * a + c = elliott R a ^ 2) (h2 : m * b + c = elliott R b ^ 2) :
    0 < m ∧ -c / m < 0 := by
  have hi := elliott_sq_lt hR ha hab
  have hl := elliott_sq_sublinear hR ha hab
  rw [← h1, ← h2] at hi hl
  have hd : 0 ≤ b - a := by linarith
  have hm : 0 < m := lt_of_mul_lt_mul_right (by linarith : 0 * (b - a) < m * (b - a)) hd
  have hc : 0 < c := lt_of_mul_lt_mul_right (by linarith : 0 * (b - a) < c * (b - a)) hd
  exact ⟨hm, div_neg_of_neg_of_pos (by linarith) hm⟩
```

## (f) Residuals of the best line

Let \(mx+c\) be a least-squares line for positive weights, with residuals \(r_i=y_i-mx_i-c\). Show that for all real \(p,q\)
\[
\sum_i w_i\,(p x_i+q)\,r_i=0 .
\]

**Solution.** Call the sum \(A\), and let \(B=\sum_i w_i(px_i+q)^2\ge0\). Tilting the line by \(t(px+q)\) cannot lower the misfit, so for every real \(t\)
\[
0\le Q(m+tp,\,c+tq)-Q(m,c)=t^2B-2tA .
\]
Choose \(t=A/(B+1)\), so that \(A=t(B+1)\). The right side becomes \(-t^2(B+2)\), which forces \(t=0\) and hence \(A=0\). This choice of \(t\) also covers \(B=0\).

```lean
variable {ι : Type*} [Fintype ι]

/-- Normal equations: for positive weights, the residuals of a least-squares line are orthogonal
to every affine function `p x + q`. -/
theorem normal_equations {w x y : ι → ℝ} {m c : ℝ} (hw : ∀ i, 0 < w i)
    (h : IsLeastSquaresLine w x y m c) (p q : ℝ) :
    ∑ i, w i * (p * x i + q) * (y i - (m * x i + c)) = 0 := by
  have hB : 0 ≤ ∑ i, w i * (p * x i + q) ^ 2 :=
    Finset.sum_nonneg fun i _ => mul_nonneg (hw i).le (sq_nonneg _)
  -- tilt the line by `t (p x + q)` and expand the misfit in `t`
  have hexp : ∀ t : ℝ, 0 ≤ t ^ 2 * (∑ i, w i * (p * x i + q) ^ 2)
      - 2 * t * ∑ i, w i * (p * x i + q) * (y i - (m * x i + c)) := by
    intro t
    have e : misfit w x y (m + t * p) (c + t * q) - misfit w x y m c
        = t ^ 2 * (∑ i, w i * (p * x i + q) ^ 2)
          - 2 * t * ∑ i, w i * (p * x i + q) * (y i - (m * x i + c)) := by
      simp only [misfit, Finset.mul_sum, ← Finset.sum_sub_distrib]
      exact Finset.sum_congr rfl fun i _ => by ring
    rw [← e]
    exact sub_nonneg.mpr (h _ _)
  generalize (∑ i, w i * (p * x i + q) ^ 2) = B at hB hexp
  generalize (∑ i, w i * (p * x i + q) * (y i - (m * x i + c))) = A at hexp ⊢
  have h1 := hexp (A / (B + 1))
  have ht : A / (B + 1) * (B + 1) = A := div_mul_cancel₀ A (by linarith : 0 < B + 1).ne'
  generalize A / (B + 1) = t at h1 ht
  rw [← ht] at h1
  have h2 : t ^ 2 = 0 :=
    le_antisymm (by nlinarith [mul_nonneg (sq_nonneg t) hB]) (sq_nonneg t)
  have h3 : t = 0 := (pow_eq_zero_iff two_ne_zero).mp h2
  rw [← ht, h3, zero_mul]
```

## (g) Slope and height from pairs of points

For the same line and any reference point \(z\), let \(V=\sum_{i,j}w_iw_j(x_i-x_j)^2\). Show that
\[
\sum_{i,j}w_iw_j(x_i-x_j)(y_i-y_j)=mV,
\]
\[
\sum_{i,j}w_iw_j(x_i-x_j)\big[(x_i-z)y_j-(x_j-z)y_i\big]=(mz+c)V .
\]

**Solution.** Write \(X_i=x_i-z\) and \(k=mz+c\), so that \(y_i=mX_i+k+r_i\). Part (f) with \((p,q)=(0,1)\) and \((1,-z)\) gives \(\sum_i w_ir_i=0\) and \(\sum_i w_iX_ir_i=0\). Substitution yields
\[
(x_i-x_j)(y_i-y_j)=m(x_i-x_j)^2+(X_i-X_j)(r_i-r_j),
\]
\[
X_iy_j-X_jy_i=k(X_i-X_j)+X_ir_j-X_jr_i .
\]
Multiply the second line by \(X_i-X_j\). In both cases the terms containing residuals, weighted and summed over \(i,j\), split into products of single sums. Each product has \(\sum_i w_ir_i\) or \(\sum_i w_iX_ir_i\) as a factor and vanishes. The code collects these products in `a1` to `a4`.

```lean
/-- For positive weights, the slope of a least-squares line and its value at any reference point
`z`, each multiplied by the weighted sum of `(x i - x j) ^ 2` over pairs, equal sums over pairs of
data points. -/
theorem pair_sums {w x y : ι → ℝ} {m c : ℝ} (hw : ∀ i, 0 < w i)
    (h : IsLeastSquaresLine w x y m c) (z : ℝ) :
    ∑ i, ∑ j, w i * w j * ((x i - x j) * (y i - y j))
        = m * ∑ i, ∑ j, w i * w j * (x i - x j) ^ 2 ∧
    ∑ i, ∑ j, w i * w j * ((x i - x j) * ((x i - z) * y j - (x j - z) * y i))
        = (m * z + c) * ∑ i, ∑ j, w i * w j * (x i - x j) ^ 2 := by
  have n0 := normal_equations hw h 0 1
  have n1 := normal_equations hw h 1 (-z)
  -- products of single sums that vanish by the normal equations
  have v : ∀ f g : ι → ℝ, ∑ i, g i = 0 → ∑ i, ∑ j, (f i * g j + g i * f j) = 0 := by
    intro f g hg
    simp only [Finset.sum_add_distrib]
    rw [← Finset.sum_mul_sum, ← Finset.sum_mul_sum, hg, mul_zero, zero_mul, add_zero]
  have a1 := v w _ n1
  have a2 := v (fun i => w i * (x i - z)) _ n0
  have a3 := v (fun i => w i * (x i - z) ^ 2) _ n0
  have a4 := v (fun i => w i * (x i - z)) _ n1
  constructor
  · rw [← sub_eq_zero]
    refine Eq.trans ?_ ((congrArg₂ (· - ·) a1 a2).trans (sub_zero (0 : ℝ)))
    simp only [Finset.mul_sum, ← Finset.sum_sub_distrib]
    exact Finset.sum_congr rfl fun i _ => Finset.sum_congr rfl fun j _ => by ring
  · rw [← sub_eq_zero]
    refine Eq.trans ?_ ((congrArg₂ (· - ·) a3 a4).trans (sub_zero (0 : ℝ)))
    simp only [Finset.mul_sum, ← Finset.sum_sub_distrib]
    exact Finset.sum_congr rfl fun i _ => Finset.sum_congr rfl fun j _ => by ring
```

## (h) The fitted gap lies too low

Let the photon energies satisfy \(E_i>E_g\), not all equal, with positive weights and ordinates \(g(E_i-E_g)\). Show that every least-squares line \(mE+c\) obeys
\[
m>0,\qquad -\frac cm<E_g .
\]

**Solution.** Use (g) with \(x_i=E_i\), \(z=E_g\), and write \(D_i=E_i-E_g>0\). Consider a pair with \(E_i<E_j\).

- By (c), \(g(D_i)-g(D_j)<0\). Its product with \(E_i-E_j<0\) is positive.
- By (d), \(D_ig(D_j)-D_jg(D_i)<0\). Its product with \(E_i-E_j\) is positive too.

Exchanging \(i\) and \(j\) changes both signs in each product, so the contribution stays positive. Pairs of equal energy contribute zero, and at least one pair is unequal. Therefore \(V\) and both sums in (g) are positive (`hV`, `hS` and `hK`), which gives \(m>0\) and \(mE_g+c>0\). The line is still positive at the true gap, so its zero lies below.

With just two distinct energies the best line passes through both points, and the result reduces to (e).

In the formal statement `hE` places every energy above the gap, `hne` supplies two different energies, and `h` says that the line minimises the misfit. The ordinates are exact model values, so measurement noise is not covered.

```lean
/-- A Tauc fit underestimates the gap: for `R > 0`, positive weights and photon energies above
`Eg` that are not all equal, every least-squares line through the squared Elliott absorption
rises and meets the energy axis strictly below `Eg`. -/
theorem tauc_fit_underestimates_gap {R Eg m c : ℝ} {w E : ι → ℝ} (hR : 0 < R)
    (hw : ∀ i, 0 < w i) (hE : ∀ i, Eg < E i) (hne : ∃ i j, E i ≠ E j)
    (h : IsLeastSquaresLine w E (fun i => elliott R (E i - Eg) ^ 2) m c) :
    0 < m ∧ -c / m < Eg := by
  -- a pair sum is positive if each pair of distinct energies contributes positively
  have pos : ∀ F : ι → ι → ℝ, (∀ i j, E i < E j → 0 < F i j ∧ 0 < F j i) →
      (∀ i j, E i = E j → F i j = 0) → 0 < ∑ i, ∑ j, F i j := by
    intro F h1 h0
    have hp : ∀ i j, E i ≠ E j → 0 < F i j := fun i j hij =>
      (lt_or_gt_of_ne hij).elim (fun l => (h1 i j l).1) (fun l => (h1 j i l).2)
    have hn : ∀ i j, 0 ≤ F i j := fun i j =>
      (eq_or_ne (E i) (E j)).elim (fun e => (h0 i j e).ge) (fun e => (hp i j e).le)
    obtain ⟨i, j, hij⟩ := hne
    exact Finset.sum_pos' (fun i _ => Finset.sum_nonneg fun j _ => hn i j)
      ⟨i, Finset.mem_univ i, Finset.sum_pos' (fun j _ => hn i j)
        ⟨j, Finset.mem_univ j, hp i j hij⟩⟩
  have hV : 0 < ∑ i, ∑ j, w i * w j * (E i - E j) ^ 2 := by
    refine pos _ (fun i j l => ?_) (fun i j e => by simp [e])
    have := hw i
    have := hw j
    have d1 : E i - E j ≠ 0 := (sub_neg.mpr l).ne
    have d2 : E j - E i ≠ 0 := (sub_pos.mpr l).ne'
    constructor <;> positivity
  have hS : 0 < ∑ i, ∑ j, w i * w j *
      ((E i - E j) * (elliott R (E i - Eg) ^ 2 - elliott R (E j - Eg) ^ 2)) := by
    refine pos _ (fun i j l => ?_) (fun i j e => by simp [e])
    have g := elliott_sq_lt hR (sub_pos.mpr (hE i)) (sub_lt_sub_right l Eg)
    exact ⟨mul_pos (mul_pos (hw i) (hw j)) (mul_pos_of_neg_of_neg (by linarith) (by linarith)),
      mul_pos (mul_pos (hw j) (hw i)) (mul_pos (by linarith) (by linarith))⟩
  have hK : 0 < ∑ i, ∑ j, w i * w j * ((E i - E j) *
      ((E i - Eg) * elliott R (E j - Eg) ^ 2 - (E j - Eg) * elliott R (E i - Eg) ^ 2)) := by
    refine pos _ (fun i j l => ?_) (fun i j e => by simp [e])
    have g := elliott_sq_sublinear hR (sub_pos.mpr (hE i)) (sub_lt_sub_right l Eg)
    exact ⟨mul_pos (mul_pos (hw i) (hw j)) (mul_pos_of_neg_of_neg (by linarith) (by linarith)),
      mul_pos (mul_pos (hw j) (hw i)) (mul_pos (by linarith) (by linarith))⟩
  obtain ⟨s1, s2⟩ := pair_sums hw h Eg
  have hm : 0 < m :=
    lt_of_mul_lt_mul_right ((zero_mul _).trans_lt (hS.trans_eq s1)) hV.le
  -- the fitted line is still positive at the true gap
  have hk : 0 < m * Eg + c :=
    lt_of_mul_lt_mul_right ((zero_mul _).trans_lt (hK.trans_eq s2)) hV.le
  exact ⟨hm, (div_lt_iff₀ hm).mpr (by linarith)⟩

end

end ElliottTaucFit
```

```lean
#print axioms ElliottTaucFit.two_point_tauc_line
#print axioms ElliottTaucFit.tauc_fit_underestimates_gap
```

```
'ElliottTaucFit.two_point_tauc_line' depends on axioms: [propext, Classical.choice, Quot.sound]
'ElliottTaucFit.tauc_fit_underestimates_gap' depends on axioms: [propext, Classical.choice, Quot.sound]
```
